# A homogeneous real cubic with threefold symmetry and the mirror y → −y is a multiple of x³ − 3xy²

The cubic is treated here as a function of two real momentum components, and a symmetry is an equation between its values at every point of the plane. The group \(C_{3v}\) enters only through two generators, the rotation by \(2\pi/3\) and the mirror \(y\to-y\); invariance under both gives invariance under all six elements.

In a two-dimensional \(k\cdot p\) expansion of a single non-degenerate band about a point with this symmetry, the result leaves at most one free coefficient at third order. Further symmetries can remove it: at \(\Gamma\), time reversal gives \(E(k)=E(-k)\) for such a band, and the coefficient is zero. Matrix-valued terms, where the symmetry also acts on orbitals or spin, are not covered.

## Real coefficients and a single degree

The function is
\[
f(x,y)=ax^3+bx^2y+cxy^2+dy^3 ,
\]
with \((x,y)\) measured from the symmetric point. Real coefficients stand for a real energy. Homogeneity isolates the third order; without it, other invariants such as \(x^2+y^2\) would also be allowed. In Lean, `cubic a b c d` is this function and `warping` is the target.

```lean
import Mathlib

open Real

namespace TrigonalWarping

/-- The general real homogeneous cubic in the in-plane momentum `(x, y)`. -/
def cubic (a b c d x y : ℝ) : ℝ :=
  a * x ^ 3 + b * x ^ 2 * y + c * x * y ^ 2 + d * y ^ 3

/-- The trigonal warping term `x³ - 3xy²`. -/
def warping (x y : ℝ) : ℝ := x ^ 3 - 3 * x * y ^ 2
```

## Invariance at every point

Physically, the energy is the same at symmetry-related momenta. `IsRotationInvariant θ f` says this for a rotation by any real angle \(\theta\) in radians, and `IsMirrorInvariant f` for the mirror that fixes the \(x\) axis.

```lean
/-- The function `f` on the plane is unchanged when its argument is rotated by the angle `θ`. -/
def IsRotationInvariant (θ : ℝ) (f : ℝ → ℝ → ℝ) : Prop :=
  ∀ x y, f (cos θ * x - sin θ * y) (sin θ * x + cos θ * y) = f x y

/-- The function `f` on the plane is unchanged by the mirror `y → -y`. -/
def IsMirrorInvariant (f : ℝ → ℝ → ℝ) : Prop :=
  ∀ x y, f x (-y) = f x y
```

The threefold pattern of the warping term shows in polar coordinates:
\[
r^3(\cos^3\varphi-3\cos\varphi\sin^2\varphi)=r^3(4\cos^3\varphi-3\cos\varphi)=r^3\cos3\varphi .
\]

```lean
/-- In polar coordinates the warping term is `r³ cos 3φ`. -/
theorem warping_polar (r φ : ℝ) :
    warping (r * cos φ) (r * sin φ) = r ^ 3 * cos (3 * φ) := by
  rw [cos_three_mul]
  unfold warping
  linear_combination (-3 * r ^ 3 * cos φ) * sin_sq_add_cos_sq φ
```

To use rotation invariance by hand, write \(C=\cos\theta\), \(S=\sin\theta\). The points \((1,0)\) and \((0,1)\) give
\[
\begin{aligned}
E_1:&\quad aC^3+bC^2S+cCS^2+dS^3=a,\\
E_2:&\quad -aS^3+bCS^2-cC^2S+dC^3=d.
\end{aligned}
\]
Half the sum and half the difference of the equations at \((1,1)\) and \((1,-1)\) are
\[
\begin{aligned}
E_+:&\quad a(C^3+3CS^2)-bS(C^2-S^2)+cC(C^2-S^2)+d(3C^2S+S^3)=a+c,\\
E_-:&\quad -a(3C^2S+S^3)+bC(C^2-S^2)+cS(C^2-S^2)+d(C^3+3CS^2)=b+d.
\end{aligned}
\]
With \(C^2+S^2=1\), the combinations \(2E_1+E_+\) and \(2E_2+E_-\) become
\[
\begin{aligned}
(3a+c)C+(b+3d)S&=3a+c,\\
-(3a+c)S+(b+3d)C&=b+3d.
\end{aligned}
\]
With \(\cos3\theta=C^3-3CS^2\) and \(\sin3\theta=3C^2S-S^3\), the combinations \(2E_1-E_+\) and \(E_--2E_2\) become
\[
\begin{aligned}
(a-c)\cos3\theta+(b-d)\sin3\theta&=a-c,\\
-(a-c)\sin3\theta+(b-d)\cos3\theta&=b-d.
\end{aligned}
\]
So the vector part \((3a+c,\,b+3d)\) is fixed by a rotation through \(\theta\), and the octupolar part \((a-c,\,b-d)\) by one through \(3\theta\). These pairs are the coefficients in
\[
4f=(x^2+y^2)\bigl((3a+c)x+(b+3d)y\bigr)+(a-c)(x^3-3xy^2)+(b-d)(3x^2y-y^3),
\]
where the cubics \(x^3-3xy^2\) and \(3x^2y-y^3\) are the two octupoles.

## A rotation whose cosine is not 1

This condition says that the rotation really moves vectors. Suppose \((u,v)\) satisfies \(uC+vS=u\) and \(-uS+vC=v\). Multiplying the first equation by \(u\), the second by \(v\), and adding gives
\[
(u^2+v^2)(C-1)=0 .
\]
If \(C\ne1\), then \(u^2+v^2=0\), and since \(u,v\) are real, both vanish. If \(C=1\), the rotation is the identity and nothing is excluded.

In the lemma below, `c` and `s` are the matrix entries, not coefficients of the cubic. Its `linear_combination` step is the multiplication and addition just made.

```lean
/-- A plane vector `(u, v)` fixed by a rotation matrix with cosine entry `c ≠ 1` is zero. -/
theorem fixed_vector_eq_zero {u v c s : ℝ} (h1 : u * c + v * s = u)
    (h2 : -u * s + v * c = v) (hc : c ≠ 1) : u = 0 ∧ v = 0 := by
  have h : (u ^ 2 + v ^ 2) * (c - 1) = 0 := by
    linear_combination u * h1 + v * h2
  have h0 : u ^ 2 + v ^ 2 = 0 := (mul_eq_zero.mp h).resolve_right (sub_ne_zero.mpr hc)
  have hu : u ^ 2 = 0 := by linarith [sq_nonneg u, sq_nonneg v]
  have hv : v ^ 2 = 0 := by linarith [sq_nonneg u, sq_nonneg v]
  exact ⟨(pow_eq_zero_iff two_ne_zero).mp hu, (pow_eq_zero_iff two_ne_zero).mp hv⟩
```

The next theorem supplies the vectors to which the lemma is applied. In its proof, `h1` to `h4` are the invariance hypothesis `h` evaluated at the four points, and the four closing `linear_combination` calls are the four combinations above, with `hp` standing for \(C^2+S^2=1\).

```lean
/-- For a cubic invariant under rotation by `θ`, the coefficient pair `(3a + c, b + 3d)` is
fixed by a rotation through `θ`, and the pair `(a - c, b - d)` by a rotation through `3θ`. -/
theorem invariant_components {θ a b c d : ℝ}
    (h : IsRotationInvariant θ (cubic a b c d)) :
    ((3 * a + c) * cos θ + (b + 3 * d) * sin θ = 3 * a + c ∧
      -(3 * a + c) * sin θ + (b + 3 * d) * cos θ = b + 3 * d) ∧
    ((a - c) * cos (3 * θ) + (b - d) * sin (3 * θ) = a - c ∧
      -(a - c) * sin (3 * θ) + (b - d) * cos (3 * θ) = b - d) := by
  have hp := sin_sq_add_cos_sq θ
  have hC : cos (3 * θ) = cos θ ^ 3 - 3 * cos θ * sin θ ^ 2 := by
    rw [cos_three_mul]
    linear_combination 3 * cos θ * hp
  have hS : sin (3 * θ) = 3 * cos θ ^ 2 * sin θ - sin θ ^ 3 := by
    rw [sin_three_mul]
    linear_combination -3 * sin θ * hp
  -- the values at these four points determine the four coefficients of a cubic
  have h1 := h 1 0
  have h2 := h 0 1
  have h3 := h 1 1
  have h4 := h 1 (-1)
  simp only [cubic] at h1 h2 h3 h4
  rw [hC, hS]
  refine ⟨⟨?_, ?_⟩, ?_, ?_⟩
  · linear_combination 2 * h1 + (h3 + h4) / 2
      - ((3 * a + c) * cos θ + (b + 3 * d) * sin θ) * hp
  · linear_combination 2 * h2 + (h3 - h4) / 2
      - (-(3 * a + c) * sin θ + (b + 3 * d) * cos θ) * hp
  · linear_combination 2 * h1 - (h3 + h4) / 2
  · linear_combination (h3 - h4) / 2 - 2 * h2
```

## The angle condition cos 3θ = 1

This condition says that three successive rotations by \(\theta\) return every vector to its start. It is what lets octupoles survive. Put \(P=x^3-3xy^2\) and \(Q=3x^2y-y^3\), so that \(P+iQ=(x+iy)^3\). A rotation by \(\theta\) multiplies this by \(e^{3i\theta}\), hence
\[
P\to P\cos3\theta-Q\sin3\theta,\qquad Q\to P\sin3\theta+Q\cos3\theta .
\]
If \(\cos3\theta=1\), then \(\sin3\theta=0\), and every \(aP-dQ\) is invariant. The proof obtains `h0`, the vanishing sine, in the same way, and its last step is the rotation formula for \(aP-dQ\).

```lean
/-- If `cos 3θ = 1`, every combination of `x³ - 3xy²` and `y³ - 3x²y` is invariant under
rotation by `θ`. -/
theorem octupole_invariant {θ : ℝ} (h : cos (3 * θ) = 1) (a d : ℝ) :
    IsRotationInvariant θ (cubic a (-3 * d) (-3 * a) d) := by
  have hp := sin_sq_add_cos_sq θ
  have h0 : sin (3 * θ) = 0 := by
    have hq := sin_sq_add_cos_sq (3 * θ)
    rw [h] at hq
    have hz : sin (3 * θ) ^ 2 = 0 := by linarith
    exact (pow_eq_zero_iff two_ne_zero).mp hz
  have hC : cos θ ^ 3 - 3 * cos θ * sin θ ^ 2 = 1 := by
    rw [cos_three_mul] at h
    linear_combination h - 3 * cos θ * hp
  have hS : 3 * cos θ ^ 2 * sin θ - sin θ ^ 3 = 0 := by
    rw [sin_three_mul] at h0
    linear_combination h0 + 3 * sin θ * hp
  intro x y
  simp only [cubic]
  -- the two octupoles rotate into each other through the angle 3θ
  linear_combination
    (a * (x ^ 3 - 3 * x * y ^ 2) - d * (3 * x ^ 2 * y - y ^ 3)) * hC
    - (a * (3 * x ^ 2 * y - y ^ 3) + d * (x ^ 3 - 3 * x * y ^ 2)) * hS
```

At \(\theta=2\pi/3\) both angle conditions hold: \(\cos\theta=-\tfrac12\ne1\) and \(\cos3\theta=1\). The first forces \(3a+c=0\) and \(b+3d=0\); the second makes every such cubic invariant. The two directions of the next proof use them in that order.

```lean
/-- A cubic is invariant under the threefold rotation exactly when `c = -3a` and `b = -3d`. -/
theorem threefold_invariant_iff (a b c d : ℝ) :
    IsRotationInvariant (2 * π / 3) (cubic a b c d) ↔ c = -3 * a ∧ b = -3 * d := by
  constructor
  · intro h
    have hcos : cos (2 * π / 3) ≠ 1 := by
      rw [show 2 * π / 3 = π - π / 3 by ring, cos_pi_sub, cos_pi_div_three]
      norm_num
    obtain ⟨⟨h1, h2⟩, -⟩ := invariant_components h
    obtain ⟨hu, hv⟩ := fixed_vector_eq_zero h1 h2 hcos
    exact ⟨by linarith, by linarith⟩
  · rintro ⟨rfl, rfl⟩
    apply octupole_invariant
    rw [show 3 * (2 * π / 3) = 2 * π by ring, cos_two_pi]
```

## The mirror y → −y

The mirror fixes the orientation of the warping up to the sign of its coefficient; changing that sign turns the pattern by \(\pi/3\). Without it, the two-parameter family \(aP-dQ\) remains, which is a threefold pattern turned by an arbitrary angle. With the mirror but no rotation, \(ax^3+cxy^2\) remains.

By hand, \(f(1,-1)=f(1,1)\) gives \(b+d=0\). Together with \(b=-3d\) this yields \(d=b=0\), and \(c=-3a\) leaves \(f=a(x^3-3xy^2)\). Conversely, \(k(x^3-3xy^2)\) has \(c=-3a\) and \(b=-3d=0\), so it is invariant under the rotation, and it contains only even powers of \(y\).

The theorem states this as an equivalence, with one real \(k\) serving all \(x,y\); \(k=0\) is included. The proof evaluates the mirror condition at \((1,1)\) and takes \(k=a\). For the converse it applies `threefold_invariant_iff` to the coefficients \(k,0,-3k,0\).

```lean
/-- A real homogeneous cubic is invariant under rotation by `2π/3` and under `y → -y` if and
only if it is a multiple of the trigonal warping term `x³ - 3xy²`. -/
theorem c3v_invariant_iff_warping (a b c d : ℝ) :
    (IsRotationInvariant (2 * π / 3) (cubic a b c d) ∧ IsMirrorInvariant (cubic a b c d)) ↔
      ∃ k : ℝ, ∀ x y, cubic a b c d x y = k * warping x y := by
  constructor
  · rintro ⟨hr, hm⟩
    obtain ⟨hc, hb⟩ := (threefold_invariant_iff a b c d).mp hr
    -- the mirror removes the part odd in y
    have h1 := hm 1 1
    simp only [cubic] at h1
    have hd : d = 0 := by linarith
    have hb0 : b = 0 := by linarith
    refine ⟨a, fun x y => ?_⟩
    simp only [cubic, warping]
    linear_combination x ^ 2 * y * hb0 + x * y ^ 2 * hc + y ^ 3 * hd
  · rintro ⟨k, hk⟩
    constructor
    · intro x y
      have h := (threefold_invariant_iff k (-3 * 0) (-3 * k) 0).mpr ⟨rfl, rfl⟩ x y
      simp only [cubic] at h
      rw [hk, hk]
      simp only [warping]
      linear_combination h
    · intro x y
      rw [hk, hk]
      simp only [warping]
      ring
```

## Other rotation angles

If \(\cos3\theta\ne1\), then \(\cos\theta\ne1\) as well, because \(\cos\theta=1\) would give \(\cos3\theta=4-3=1\). Both the vector and the octupolar part then vanish. From \(3a+c=0\) and \(a-c=0\) follows \(a=c=0\); from \(b+3d=0\) and \(b-d=0\) follows \(b=d=0\). If \(\cos3\theta=1\), the warping term is an invariant cubic, with value 1 at \((1,0)\). The theorem expresses "nonzero" as a nonzero value at some point.

```lean
/-- A nonzero homogeneous cubic invariant under rotation by `θ` exists exactly when
`cos 3θ = 1`. -/
theorem exists_invariant_cubic_iff (θ : ℝ) :
    (∃ a b c d : ℝ, (∃ x y, cubic a b c d x y ≠ 0) ∧
      IsRotationInvariant θ (cubic a b c d)) ↔ cos (3 * θ) = 1 := by
  constructor
  · rintro ⟨a, b, c, d, ⟨x, y, hxy⟩, h⟩
    by_contra h3
    have h1 : cos θ ≠ 1 := by
      intro h1
      apply h3
      rw [cos_three_mul, h1]
      norm_num
    -- both the vector part and the octupolar part vanish
    obtain ⟨⟨e1, e2⟩, e3, e4⟩ := invariant_components h
    obtain ⟨hu, hv⟩ := fixed_vector_eq_zero e1 e2 h1
    obtain ⟨hp, hq⟩ := fixed_vector_eq_zero e3 e4 h3
    have ha : a = 0 := by linarith
    have hb : b = 0 := by linarith
    have hc : c = 0 := by linarith
    have hd : d = 0 := by linarith
    apply hxy
    simp only [cubic, ha, hb, hc, hd]
    ring
  · intro h
    refine ⟨1, -3 * 0, -3 * 1, 0, ⟨1, 0, ?_⟩, octupole_invariant h 1 0⟩
    norm_num [cubic]
```

For a sixfold rotation, \(\theta=\pi/3\) and \(\cos3\theta=\cos\pi=-1\), so every invariant cubic vanishes. A nonzero cubic term in such a single-band expansion therefore rules out sixfold symmetry about the expansion point. The crystal itself may still have a sixfold axis: at the corner \(K\) of a hexagonal Brillouin zone the cubic term is allowed, because the sixfold rotation about \(\Gamma\) carries \(K\) to the inequivalent corner \(K'\).

```lean
/-- A homogeneous cubic invariant under the sixfold rotation vanishes identically. -/
theorem sixfold_invariant_eq_zero {a b c d : ℝ}
    (h : IsRotationInvariant (π / 3) (cubic a b c d)) (x y : ℝ) :
    cubic a b c d x y = 0 := by
  by_contra h0
  have h3 := (exists_invariant_cubic_iff (π / 3)).mp ⟨a, b, c, d, ⟨x, y, h0⟩, h⟩
  rw [show 3 * (π / 3) = π by ring, cos_pi] at h3
  norm_num at h3

end TrigonalWarping
```

```lean
#print axioms TrigonalWarping.warping_polar
#print axioms TrigonalWarping.c3v_invariant_iff_warping
#print axioms TrigonalWarping.exists_invariant_cubic_iff
#print axioms TrigonalWarping.sixfold_invariant_eq_zero
```

```
'TrigonalWarping.warping_polar' depends on axioms: [propext, Classical.choice, Quot.sound]
'TrigonalWarping.c3v_invariant_iff_warping' depends on axioms: [propext, Classical.choice, Quot.sound]
'TrigonalWarping.exists_invariant_cubic_iff' depends on axioms: [propext, Classical.choice, Quot.sound]
'TrigonalWarping.sixfold_invariant_eq_zero' depends on axioms: [propext, Classical.choice, Quot.sound]
```
